# The dot product of two orbital-pair vector intermediates at a grid point as a double grid sum

For a pair of real orbitals on a finite grid, the vector intermediate at a point $x$ is the sum over grid points $y$ of a weight, the product of the two orbitals at $y$, and a real $d$-component vector $g(x,y)$. The lemma says that the dot product of the intermediates of two pairs $a$ and $b$ at the same $x$ equals a double sum over $y$ and $z$, in which the weighted pair products of $a$ at $y$ and of $b$ at $z$ multiply $g(x,y)\cdot g(x,z)$. The weights, the orbitals and $g$ are arbitrary real-valued data, with no normalisation, orthogonality or symmetry assumed. The proof unfolds the definitions, expands the product of sums, moves the sum over vector components inside the two grid sums, and compares the terms.

The failing Lean file:

```lean
import Mathlib

open Matrix

namespace TranscorrelatedThreeBody

noncomputable section

variable {G ι : Type*} [Fintype G] {d : ℕ}

/-- The product of the two real orbitals of a pair at a grid point. -/
def pairDensity (φ : ι → G → ℝ) (a : ι × ι) (x : G) : ℝ := φ a.1 x * φ a.2 x

/-- The vector intermediate of an orbital pair: the weighted grid sum over `y` of the pair
density times `g x y`. -/
def intermediate (w : G → ℝ) (g : G → G → Fin d → ℝ) (φ : ι → G → ℝ) (a : ι × ι)
    (x : G) : Fin d → ℝ :=
  fun k => ∑ y, w y * pairDensity φ a y * g x y k

/-- The dot product of two intermediates at a grid point is a double grid sum over the
dot products of `g` centred at that point. -/
theorem intermediate_dot (w : G → ℝ) (g : G → G → Fin d → ℝ) (φ : ι → G → ℝ)
    (a b : ι × ι) (x : G) :
    intermediate w g φ a x ⬝ᵥ intermediate w g φ b x =
      ∑ y, ∑ z, (w y * pairDensity φ a y) * (w z * pairDensity φ b z) *
        (g x y ⬝ᵥ g x z) := by
  simp only [dotProduct, intermediate, Finset.sum_mul_sum, Finset.mul_sum]
  -- move the sum over vector components to the inside
  rw [Finset.sum_comm]
  refine Finset.sum_congr rfl fun y _ => ?_
  rw [Finset.sum_comm]
  refine Finset.sum_congr rfl fun z _ => Finset.sum_congr rfl fun k _ => ?_
  ring

end

end TranscorrelatedThreeBody
```

The error:

```
Main.lean:32:41: error: Type mismatch
  Finset.sum_congr rfl fun k x => ?m.106
has type
  Finset.sum ?m.103 ?m.100 = Finset.sum ?m.103 ?m.101
but is expected to have type
  (∑ y, w y * pairDensity φ a y * g x y z) * (w y * pairDensity φ b y * g x y z) =
    ∑ x_1, w y * pairDensity φ a y * (w x_1 * pairDensity φ b x_1) * (g x y z * g x x_1 z)
Main.lean:33:2: error: No goals to be solved
Main.lean:27:39: warning: This simp argument is unused:
  Finset.sum_mul_sum

Hint: Omit it from the simp argument list.
  [apply] simp only [dotProduct, intermediate, Finset.mul_sum]

Note: This linter can be disabled with `set_option linter.unusedSimpArgs false`
```

The change, after which it compiles:

```diff
@@ -25,10 +25,12 @@
       ∑ y, ∑ z, (w y * pairDensity φ a y) * (w z * pairDensity φ b z) *
         (g x y ⬝ᵥ g x z) := by
-  simp only [dotProduct, intermediate, Finset.sum_mul_sum, Finset.mul_sum]
+  simp only [dotProduct, intermediate, Finset.sum_mul_sum]
   -- move the sum over vector components to the inside
   rw [Finset.sum_comm]
   refine Finset.sum_congr rfl fun y _ => ?_
   rw [Finset.sum_comm]
-  refine Finset.sum_congr rfl fun z _ => Finset.sum_congr rfl fun k _ => ?_
+  refine Finset.sum_congr rfl fun z _ => ?_
+  rw [Finset.mul_sum]
+  refine Finset.sum_congr rfl fun k _ => ?_
   ring
 
```

Diagnosis. The linter's warning gives the clue: `Finset.sum_mul_sum` was never used. `Finset.mul_sum`, in the same `simp only` call, rewrote the product of two sums first. It distributes only over the right-hand factor, so the sum for pair `a` stayed whole inside each term.

The first `Finset.sum_comm` and `Finset.sum_congr` then matched `b`'s grid point on the left with `a`'s on the right. The second `Finset.sum_comm` found no double sum on the left and swapped the one on the right. This left a product on the left where the last `Finset.sum_congr` needs a sum, hence the type mismatch. The error "No goals to be solved", at `ring`, only follows from that failure.

With `Finset.mul_sum` taken out of the `simp only` call, `Finset.sum_mul_sum` expands both factors, and the two swaps bring the left side into the order `y`, `z`, component. The right side still has its factor outside the component sum, so `rw [Finset.mul_sum]` now moves it inside. The last `Finset.sum_congr` then fits, and `ring` closes the goal.
